# The Bragg-Williams free energy is an upper bound on the exact free energy of a finite Ising model at T > 0

Take two Ising spins joined by one bond, with energy -J σ₁σ₂ and no field. With T in energy units, the four configurations give

Z = 2 exp(J/T) + 2 exp(-J/T) = 4 cosh(J/T).

Now treat the spins as independent, each with average m. Their mean energy is -J m² and their entropy is 2 s(m), where s(m) is the entropy of one two-valued site. No probability distribution has a mean energy minus T times entropy below -T ln Z, so

-T ln(4 cosh(J/T)) ≤ -J m² - 2T s(m).

At m = 0 the right side is -2T ln 2, and the gap is T ln cosh(J/T) ≥ 0. The same argument works on any finite graph whose bonds join different sites.

## The model and its two free energies

```lean
import Mathlib

namespace BraggWilliams

noncomputable section

variable {V : Type*} [Fintype V] [DecidableEq V]
```

`V` is any finite set of sites; no lattice geometry is assumed.

```lean
/-- The two values `+1` and `-1` of an Ising spin. -/
def spin : Bool → ℝ
  | true => 1
  | false => -1
```

A spin is stored as a Boolean: `true` is +1 and `false` is -1. In an alloy these are the two atomic species.

```lean
/-- The Ising energy with bonds `E`, couplings `J` and fields `h`, as a function of real
site variables `x`. -/
def energy (E : Finset (V × V)) (J : V × V → ℝ) (h x : V → ℝ) : ℝ :=
  -∑ e ∈ E, J e * (x e.1 * x e.2) - ∑ i, h i * x i
```

For real site variables x_i,

H(x) = -Σ_{e=(i,j)∈E} J_e x_i x_j - Σ_i h_i x_i.

One function therefore serves for spins and for magnetisations. Bonds are ordered pairs, so (i,j) and (j,i) count as two bonds if both are listed.

```lean
/-- The partition function: the sum of Boltzmann factors over all spin configurations,
for temperature `T ≠ 0` in energy units. -/
def partitionFunction (E : Finset (V × V)) (J : V × V → ℝ) (h : V → ℝ) (T : ℝ) : ℝ :=
  ∑ σ : V → Bool, Real.exp (-energy E J h (fun i => spin (σ i)) / T)
```

Z = Σ_σ exp(-H(σ)/T), over all maps σ from sites to spin values.

```lean
/-- The exact free energy `-T ln Z`, for `T ≠ 0`. -/
def freeEnergy (E : Finset (V × V)) (J : V × V → ℝ) (h : V → ℝ) (T : ℝ) : ℝ :=
  -T * Real.log (partitionFunction E J h T)
```

The exact free energy is F = -T ln Z. The fields are given and the composition is free to fluctuate.

```lean
/-- The binary entropy of a single site with magnetisation `m` in `[-1, 1]`. -/
def siteEntropy (m : ℝ) : ℝ :=
  Real.negMulLog ((1 + m) / 2) + Real.negMulLog ((1 - m) / 2)
```

`Real.negMulLog x` means -x ln x, with value 0 at x = 0. With p± = (1 ± m)/2,

s(m) = -p₊ ln p₊ - p₋ ln p₋.

```lean
/-- The Bragg-Williams free energy: the energy at the magnetisations `m` minus `T` times
the summed site entropies. -/
def braggWilliams (E : Finset (V × V)) (J : V × V → ℝ) (h : V → ℝ) (T : ℝ)
    (m : V → ℝ) : ℝ :=
  energy E J h m - T * ∑ i, siteEntropy (m i)
```

The Bragg-Williams free energy is H(m) - T Σ_i s(m_i), with a separate m_i at each site.

## Averages over independent sites

```lean
/-- The probability of a spin value at a site with magnetisation `m` in `[-1, 1]`. -/
def weight (m : ℝ) (b : Bool) : ℝ := (1 + m * spin b) / 2
```

The weight of spin value b is w(m,b) = (1 + m b)/2.

```lean
/-- The probability of a configuration when the sites are independent, with magnetisations `m` in
`[-1, 1]`. -/
def productWeight (m : V → ℝ) (σ : V → Bool) : ℝ := ∏ i, weight (m i) (σ i)
```

A configuration has weight P(σ) = Π_i w(m_i,σ_i).

```lean
private lemma weight_true (m : ℝ) : weight m true = (1 + m) / 2 := by
  simp only [weight, spin]; ring
```

Spin up has weight (1 + m)/2.

```lean
private lemma weight_false (m : ℝ) : weight m false = (1 - m) / 2 := by
  simp only [weight, spin]; ring
```

Spin down has weight (1 - m)/2.

```lean
private lemma sum_weight (m : ℝ) : ∑ b, weight m b = 1 := by
  rw [Fintype.sum_bool, weight_true, weight_false]; ring
```

The two weights sum to 1.

```lean
private lemma sum_weight_spin (m : ℝ) : ∑ b, weight m b * spin b = m := by
  rw [Fintype.sum_bool, weight_true, weight_false]
  simp only [spin]; ring
```

Their average spin is p₊ - p₋ = m.

```lean
private lemma sum_factor (m : V → ℝ) (g : V → Bool → ℝ) :
    ∑ σ : V → Bool, productWeight m σ * ∏ i, g i (σ i)
      = ∏ i, ∑ b, weight (m i) b * g i b := by
  rw [Finset.prod_univ_sum, Fintype.piFinset_univ]
  refine Finset.sum_congr rfl fun σ _ => ?_
  rw [productWeight, Finset.prod_mul_distrib]
```

Expanding a product of site sums gives one term per configuration:

Σ_σ P(σ) Π_i g_i(σ_i) = Π_i Σ_b w(m_i,b) g_i(b).

```lean
/-- For independent sites, the average of a function of one spin is its average over
that site alone. -/
theorem site_average (m : V → ℝ) (f : Bool → ℝ) (i : V) :
    ∑ σ : V → Bool, productWeight m σ * f (σ i) = ∑ b, weight (m i) b * f b := by
  have key := sum_factor m (fun k b => if k = i then f b else 1)
  have hR : ∀ k, ∑ b, weight (m k) b * (if k = i then f b else 1)
      = if k = i then ∑ b, weight (m k) b * f b else 1 := by
    intro k
    by_cases hk : k = i
    · simp only [if_pos hk]
    · simp only [if_neg hk, mul_one, sum_weight]
  simp only [hR, Finset.prod_ite_eq', Finset.mem_univ, if_true] at key
  exact key
```

In the Lean theorems here, any hypotheses stand in brackets after the theorem's name; then come a colon and the claim. Here, set g_i = f and every other factor to 1. The other sites each contribute 1, leaving the average of f over site i.

```lean
/-- For independent sites, the correlation of two different spins is the product of
their magnetisations. -/
theorem pair_average (m : V → ℝ) {i j : V} (hij : i ≠ j) :
    ∑ σ : V → Bool, productWeight m σ * (spin (σ i) * spin (σ j)) = m i * m j := by
  have key := sum_factor m
    (fun k b => (if k = i then spin b else 1) * (if k = j then spin b else 1))
  have hR : ∀ k, ∑ b, weight (m k) b *
      ((if k = i then spin b else 1) * (if k = j then spin b else 1))
      = (if k = i then m k else 1) * (if k = j then m k else 1) := by
    intro k
    by_cases hi : k = i
    · have hj : k ≠ j := fun h => hij (hi.symm.trans h)
      simp only [if_pos hi, if_neg hj, mul_one, sum_weight_spin]
    · by_cases hj : k = j
      · simp only [if_neg hi, if_pos hj, one_mul, sum_weight_spin]
      · simp only [if_neg hi, if_neg hj, mul_one, sum_weight]
  simp only [hR, Finset.prod_mul_distrib, Finset.prod_ite_eq', Finset.mem_univ,
    if_true] at key
  exact key
```

For i ≠ j, put a spin factor on each of the two sites. They contribute m_i and m_j, so ⟨σ_i σ_j⟩ = m_i m_j.

```lean
/-- For independent sites and bonds between different sites, the mean Ising energy is the
energy with each spin replaced by its magnetisation. -/
theorem mean_energy (E : Finset (V × V)) (J : V × V → ℝ) (h : V → ℝ)
    (hE : ∀ e ∈ E, e.1 ≠ e.2) (m : V → ℝ) :
    ∑ σ : V → Bool, productWeight m σ * energy E J h (fun i => spin (σ i))
      = energy E J h m := by
  have hb : ∑ σ : V → Bool, productWeight m σ *
      ∑ e ∈ E, J e * (spin (σ e.1) * spin (σ e.2)) = ∑ e ∈ E, J e * (m e.1 * m e.2) := by
    simp only [Finset.mul_sum]
    rw [Finset.sum_comm]
    refine Finset.sum_congr rfl fun e he => ?_
    rw [← pair_average m (hE e he), Finset.mul_sum]
    exact Finset.sum_congr rfl fun σ _ => by ring
  have hf : ∑ σ : V → Bool, productWeight m σ * ∑ i, h i * spin (σ i)
      = ∑ i, h i * m i := by
    simp only [Finset.mul_sum]
    rw [Finset.sum_comm]
    refine Finset.sum_congr rfl fun i _ => ?_
    have hs := (site_average m spin i).trans (sum_weight_spin (m i))
    calc _ = h i * ∑ σ : V → Bool, productWeight m σ * spin (σ i) := by
          rw [Finset.mul_sum]
          exact Finset.sum_congr rfl fun σ _ => by ring
      _ = _ := by rw [hs]
  simp only [energy, mul_sub, mul_neg, Finset.sum_sub_distrib, Finset.sum_neg_distrib]
  rw [hb, hf]
```

By linearity,

⟨H⟩ = -Σ_e J_e ⟨σ_i σ_j⟩ - Σ_i h_i ⟨σ_i⟩ = H(m).

The hypothesis `hE` says that each bond has distinct ends. In the proof, `hb` handles the bonds and `hf` the fields; `Finset.sum_comm` exchanges the order of summation.

```lean
/-- The entropy of independent sites is the sum of the binary site entropies. -/
theorem entropy_additive (m : V → ℝ) :
    ∑ σ : V → Bool, Real.negMulLog (productWeight m σ) = ∑ i, siteEntropy (m i) := by
  -- the logarithm of the product splits; configurations of weight zero contribute nothing
  have hpt : ∀ σ : V → Bool, Real.negMulLog (productWeight m σ)
      = ∑ i, productWeight m σ * (-Real.log (weight (m i) (σ i))) := by
    intro σ
    by_cases h0 : productWeight m σ = 0
    · simp [h0]
    · have hw : ∀ i ∈ Finset.univ, weight (m i) (σ i) ≠ 0 :=
        Finset.prod_ne_zero_iff.mp h0
      have hl : Real.log (productWeight m σ) = ∑ i, Real.log (weight (m i) (σ i)) := by
        rw [productWeight, Real.log_prod]
        exact hw
      rw [Real.negMulLog, hl, ← Finset.mul_sum, Finset.sum_neg_distrib]
      ring
  simp only [hpt]
  rw [Finset.sum_comm]
  refine Finset.sum_congr rfl fun i _ => ?_
  refine (site_average m (fun b => -Real.log (weight (m i) b)) i).trans ?_
  simp only [Fintype.sum_bool, weight_true, weight_false, siteEntropy, Real.negMulLog]
  ring
```

When P(σ) ≠ 0, the logarithm of the product splits:

-P(σ) ln P(σ) = -Σ_i P(σ) ln w(m_i,σ_i).

When P(σ) = 0 both sides vanish, since every term has the factor P(σ) and Lean gives ln 0 the finite value 0; this covers m_i = ±1. Summing over σ and applying the site average to -ln w(m_i,b) gives Σ_i s(m_i).

## From the Gibbs inequality to the bound

```lean
/-- Gibbs variational inequality: for a finite system at `T > 0`, `-T ln Z` is at most the mean
energy minus `T` times the entropy of any probability distribution `p`. -/
theorem gibbs_variational {Ω : Type*} [Fintype Ω] (U p : Ω → ℝ) {T : ℝ} (hT : 0 < T)
    (hp : ∀ ω, 0 ≤ p ω) (h1 : ∑ ω, p ω = 1) :
    -T * Real.log (∑ ω, Real.exp (-U ω / T))
      ≤ ∑ ω, p ω * U ω - T * ∑ ω, Real.negMulLog (p ω) := by
  rcases isEmpty_or_nonempty Ω with hn | hn
  · simp at h1
  obtain ⟨Z, hZd⟩ : ∃ Z, Z = ∑ ω, Real.exp (-U ω / T) := ⟨_, rfl⟩
  have hZ : 0 < Z := by
    rw [hZd]
    exact Finset.sum_pos (fun ω _ => Real.exp_pos _) Finset.univ_nonempty
  rw [← hZd]
  -- ln x ≤ x - 1, with x the ratio of the Boltzmann probability to p
  have key : ∀ ω, Real.negMulLog (p ω) - p ω * U ω / T - p ω * Real.log Z
      ≤ Real.exp (-U ω / T) / Z - p ω := by
    intro ω
    have hq := div_pos (Real.exp_pos (-U ω / T)) hZ
    rcases (hp ω).eq_or_lt with h0 | h0
    · rw [← h0]
      simp only [Real.negMulLog_zero, zero_mul, zero_div, sub_zero]
      exact hq.le
    · have hl := Real.log_le_sub_one_of_pos (div_pos hq h0)
      rw [Real.log_div hq.ne' h0.ne', Real.log_div (Real.exp_pos _).ne' hZ.ne',
        Real.log_exp] at hl
      have hm := mul_le_mul_of_nonneg_left hl h0.le
      have hp0 := h0.ne'
      have hc : p ω * (Real.exp (-U ω / T) / Z / p ω - 1)
          = Real.exp (-U ω / T) / Z - p ω := by field_simp
      rw [hc] at hm
      calc _ = p ω * (-U ω / T - Real.log Z - Real.log (p ω)) := by
            rw [Real.negMulLog]; ring
        _ ≤ _ := hm
  have hs := Finset.sum_le_sum (fun ω (_ : ω ∈ Finset.univ) => key ω)
  simp only [Finset.sum_sub_distrib, ← Finset.sum_div, ← Finset.sum_mul, h1] at hs
  rw [← hZd, div_self hZ.ne'] at hs
  have hA : T * ((∑ ω, p ω * U ω) / T) = ∑ ω, p ω * U ω := by field_simp
  have hfin := mul_le_mul_of_nonneg_left hs hT.le
  nlinarith [hfin, hA]
```

Let U be the energy on any finite state space, p a probability distribution and q = exp(-U/T)/Z. Where p > 0, apply ln x ≤ x - 1 to x = q/p and multiply by p:

p(-U/T - ln Z - ln p) ≤ q - p.

Where p = 0, this reads 0 ≤ q. These two cases are `key`. Summing over states, with S = -Σ p ln p, gives

S - ⟨U⟩/T - ln Z ≤ 1 - 1 = 0.

Multiplying by T > 0 and rearranging gives -T ln Z ≤ ⟨U⟩ - T S.

```lean
/-- Bragg-Williams bound: for `T > 0`, bonds between different sites and any magnetisations in `[-1,
1]`, the exact Ising free energy is at most the Bragg-Williams free energy. -/
theorem freeEnergy_le_braggWilliams (E : Finset (V × V)) (J : V × V → ℝ) (h : V → ℝ)
    (hE : ∀ e ∈ E, e.1 ≠ e.2) {T : ℝ} (hT : 0 < T) (m : V → ℝ)
    (hm : ∀ i, m i ∈ Set.Icc (-1 : ℝ) 1) :
    freeEnergy E J h T ≤ braggWilliams E J h T m := by
  have hw : ∀ i b, 0 ≤ weight (m i) b := by
    intro i b
    obtain ⟨hl, hu⟩ := hm i
    cases b
    · rw [weight_false]; linarith
    · rw [weight_true]; linarith
  have hone : ∑ σ : V → Bool, productWeight m σ = 1 := by
    have h1 := sum_factor m (fun _ _ => 1)
    simpa only [Finset.prod_const_one, mul_one, sum_weight] using h1
  -- the product distribution is the trial state
  have key := gibbs_variational (fun σ : V → Bool => energy E J h (fun i => spin (σ i)))
    (productWeight m) hT (fun σ => Finset.prod_nonneg fun i _ => hw i (σ i)) hone
  simp only [mean_energy E J h hE m, entropy_additive m] at key
  exact key
```

For m_i in [-1,1] the weights are nonnegative (`hw`), and they sum to 1 (`hone`). Inserting P as the trial distribution, with its mean energy and entropy from above, gives

-T ln Z ≤ H(m) - T Σ_i s(m_i).

The m_i are trial values and need not be the exact magnetisations. For a finite two-species alloy model with pair interactions between different sites, the Bragg-Williams free energy at given fields and T > 0 is therefore never too low. The theorem does not say by how much, and it derives no transition temperature.

The bound can fail if a bond joins a site to itself. Take one site, a loop with J = -1 and no field. Since σ² = 1, the exact free energy is 1 - T ln 2, while the Bragg-Williams value at m = 0 is only -T ln 2.

The argument by hand extends to cluster terms such as -K σ_i σ_j σ_k on three distinct sites: independence turns the product into m_i m_j m_k, and the rest is unchanged.

```lean
/-- For `T > 0`, bonds between different sites, uniform coupling and uniform field, and any `m` in
`[-1, 1]`: if `z` is twice the number of bonds per site, the free energy is at most the number of
sites times `-z J m² / 2 - h m - T s(m)`. -/
theorem homogeneous_bound (E : Finset (V × V)) (hE : ∀ e ∈ E, e.1 ≠ e.2) (J h z : ℝ)
    (hz : 2 * (E.card : ℝ) = z * Fintype.card V) {T : ℝ} (hT : 0 < T) {m : ℝ}
    (hm : m ∈ Set.Icc (-1 : ℝ) 1) :
    freeEnergy E (fun _ => J) (fun _ => h) T
      ≤ Fintype.card V * (-(z * J * m ^ 2 / 2) - h * m - T * siteEntropy m) := by
  refine (freeEnergy_le_braggWilliams E _ _ hE hT (fun _ => m) (fun _ => hm)).trans_eq ?_
  simp only [braggWilliams, energy, Finset.sum_const, nsmul_eq_mul, Finset.card_univ]
  linear_combination (-(J * m ^ 2 / 2)) * hz
```

Let N be the number of sites and |E| the number of bonds. The hypothesis `hz` says 2|E| = zN, so with each bond listed once z is the mean coordination number. For uniform J, h and m, the bond energy is -J m² |E| = -N z J m²/2, and

F ≤ N(-z J m²/2 - h m - T s(m)).

## Spins without bonds

```lean
private lemma half_tanh (x : ℝ) :
    (1 + Real.tanh x) / 2 = Real.exp x / (2 * Real.cosh x) ∧
    (1 - Real.tanh x) / 2 = Real.exp (-x) / (2 * Real.cosh x) := by
  have hc := (Real.cosh_pos x).ne'
  constructor
  · rw [Real.tanh_eq_sinh_div_cosh, ← Real.cosh_add_sinh]; field_simp
  · rw [Real.tanh_eq_sinh_div_cosh, ← Real.cosh_sub_sinh]; field_simp
```

Writing tanh x = sinh x / cosh x gives

(1 ± tanh x)/2 = exp(±x)/(2 cosh x).

```lean
private lemma siteEntropy_tanh (x : ℝ) :
    siteEntropy (Real.tanh x) = Real.log (2 * Real.cosh x) - x * Real.tanh x := by
  obtain ⟨hp, hm⟩ := half_tanh x
  have h2 := (mul_pos two_pos (Real.cosh_pos x)).ne'
  simp only [siteEntropy, Real.negMulLog]
  rw [hp, hm, Real.log_div (Real.exp_pos x).ne' h2,
    Real.log_div (Real.exp_pos (-x)).ne' h2, Real.log_exp, Real.log_exp, ← hp, ← hm]
  ring
```

The logarithms of these weights are ±x - ln(2 cosh x). Since the weights sum to 1 and differ by tanh x,

s(tanh x) = ln(2 cosh x) - x tanh x.

```lean
/-- Without bonds and for `T > 0`, the exact free energy is the minimum of the
Bragg-Williams free energy over all magnetisations in `[-1, 1]`. -/
theorem free_spins_isLeast (J : V × V → ℝ) (h : V → ℝ) {T : ℝ} (hT : 0 < T) :
    IsLeast (braggWilliams ∅ J h T '' {m | ∀ i, m i ∈ Set.Icc (-1 : ℝ) 1})
      (freeEnergy ∅ J h T) := by
  constructor
  · refine ⟨fun i => Real.tanh (h i / T), fun i => ?_, ?_⟩
    · obtain ⟨hp, hm⟩ := half_tanh (h i / T)
      have h2 := mul_pos two_pos (Real.cosh_pos (h i / T))
      have h3 := div_pos (Real.exp_pos (h i / T)) h2
      have h4 := div_pos (Real.exp_pos (-(h i / T))) h2
      constructor <;> linarith
    · -- the partition function factorises over the sites
      have hc : ∀ i, 2 * Real.cosh (h i / T) = ∑ b, Real.exp (h i / T * spin b) := by
        intro i
        rw [Fintype.sum_bool, Real.cosh_eq]
        simp only [spin, mul_one, mul_neg]
        ring
      have hZ : partitionFunction ∅ J h T = ∏ i, (2 * Real.cosh (h i / T)) := by
        simp only [hc]
        rw [partitionFunction, Finset.prod_univ_sum, Fintype.piFinset_univ]
        refine Finset.sum_congr rfl fun σ _ => ?_
        rw [← Real.exp_sum]
        congr 1
        simp only [energy, Finset.sum_empty, neg_zero, zero_sub, neg_neg, Finset.sum_div]
        exact Finset.sum_congr rfl fun i _ => by ring
      have hlog : Real.log (∏ i, (2 * Real.cosh (h i / T)))
          = ∑ i, Real.log (2 * Real.cosh (h i / T)) := by
        rw [Real.log_prod]
        exact fun i _ => (mul_pos two_pos (Real.cosh_pos _)).ne'
      have hf : T * ∑ i, h i / T * Real.tanh (h i / T)
          = ∑ i, h i * Real.tanh (h i / T) := by
        rw [Finset.mul_sum]
        refine Finset.sum_congr rfl fun i _ => ?_
        rw [← mul_assoc, mul_div_cancel₀ (h i) hT.ne']
      rw [freeEnergy, hZ, hlog]
      simp only [braggWilliams, energy, siteEntropy_tanh, Finset.sum_empty, neg_zero,
        zero_sub, Finset.sum_sub_distrib, mul_sub]
      rw [hf]
      ring
  · rintro _ ⟨m, hm, rfl⟩
    exact freeEnergy_le_braggWilliams ∅ J h (by simp) hT m hm

end

end BraggWilliams
```

`IsLeast` says that F is a value of the Bragg-Williams function on the allowed m, and that no value there is smaller. The second part is the bound with no bonds. For the first, put x_i = h_i/T. The partition function factorises:

Z = Π_i 2 cosh x_i, so F = -T Σ_i ln(2 cosh x_i).

The proof chooses m_i = tanh x_i, where the Bragg-Williams free energy is

-Σ_i h_i tanh x_i - T Σ_i [ln(2 cosh x_i) - x_i tanh x_i].

Because T x_i = h_i, the tanh terms cancel and F remains.

```lean
#print axioms BraggWilliams.freeEnergy_le_braggWilliams
#print axioms BraggWilliams.homogeneous_bound
#print axioms BraggWilliams.free_spins_isLeast
```

```
'BraggWilliams.freeEnergy_le_braggWilliams' depends on axioms: [propext, Classical.choice, Quot.sound]
'BraggWilliams.homogeneous_bound' depends on axioms: [propext, Classical.choice, Quot.sound]
'BraggWilliams.free_spins_isLeast' depends on axioms: [propext, Classical.choice, Quot.sound]
```
